# At real energy, time reversal pairs the Bloch factor z with its conjugate and with 1/z

After solving for the complex bands of a periodic lead at a fixed real energy $E$, I check the list of Bloch factors $z$ by looking for partners: with time-reversal symmetry, every $z$ should come with $\bar z$ and $1/z$. The lead is a tight-binding chain with Hermitian on-site block $h$, hopping $t$ and

$$H(z) = h + z\,t + z^{-1}t^\dagger,\qquad z\neq 0,$$

and the Bloch factors are the solutions of $\det(E-H(z))=0$. For real $h$ and $t$ the pairing looks like a short exercise, but my leads also have spin-orbit coupling. Can the general statement be made rigorous and machine-checked, including what happens to Kramers pairs among evanescent states?

## Conjugating and transposing H(z)

Yes. Let time reversal act within each cell as $\Theta\psi = U\bar\psi$, where the bar is entrywise conjugation and $U$ is unitary. Invariance of the chain means

$$U\bar h = hU,\qquad U\bar t = tU.$$

The adjoint of the second relation is $t^T U^\dagger = U^\dagger t^\dagger$. Multiplying by $U$ on both sides gives $U t^T = t^\dagger U$.

**Conjugation.** Since $\overline{H(z)} = \bar h + \bar z\,\bar t + \bar z^{-1}t^T$, the three relations give
$$U\,\overline{H(z)} = H(\bar z)\,U.$$

**Transposition.** Hermiticity gives $h^T=\bar h$, so $H(z)^T = \bar h + z\,t^T + z^{-1}\bar t$, and
$$U\,H(z)^T = (h + z\,t^\dagger + z^{-1}t)\,U = H(1/z)\,U.$$

**Determinants.** If $UA = BU$, then $U(E-A)=(E-B)U$. Taking determinants and cancelling $\det U\neq0$ gives $\det(E-A)=\det(E-B)$. With $D(E,z)=\det(E-H(z))$, the two relations become
$$D(\bar E,\bar z)=\overline{D(E,z)},\qquad D(E,1/z)=D(E,z).$$
For real $E$, a zero at $z$ therefore gives zeros at $\bar z$ and $1/z$. Real $h$ and $t$ are the case $U=1$.

**Kramers pairs.** If $H(z)\psi=E\psi$ with $E$ real, then
$$H(\bar z)\Theta\psi = U\,\overline{H(z)\psi} = E\,\Theta\psi.$$
For real $z$, both states belong to the same $H(z)$. Suppose that $\Theta^2=-1$, $\psi\ne0$ and $\Theta\psi=a\psi$. Then $-\psi=\Theta^2\psi=\bar a\,\Theta\psi=|a|^2\psi$, so $|a|^2=-1$, which is impossible. The two states are linearly independent.

Here is the complete Lean file:

```lean
import Mathlib

open Matrix

namespace ComplexBandTimeReversal

noncomputable section

variable {n : Type*} [Fintype n] [DecidableEq n]

/-- The Bloch Hamiltonian `h + z t + t†/z` of a chain with on-site block `h`, hopping `t`
and nonzero complex Bloch factor `z`. -/
def blochH (h t : Matrix n n ℂ) (z : ℂˣ) : Matrix n n ℂ :=
  h + (z : ℂ) • t + ((z⁻¹ : ℂˣ) : ℂ) • tᴴ

/-- The secular determinant `det (E - H(z))`. -/
def secular (h t : Matrix n n ℂ) (E : ℂ) (z : ℂˣ) : ℂ :=
  (E • (1 : Matrix n n ℂ) - blochH h t z).det

/-- The antilinear operation `ψ ↦ U conj(ψ)`. -/
def timeReverse (U : Matrix n n ℂ) (ψ : n → ℂ) : n → ℂ := U *ᵥ star ψ

/-- The chain is invariant under `ψ ↦ U conj(ψ)`: `U` is unitary and the operation commutes
with the on-site block and with the hopping. -/
structure IsTimeReversal (U h t : Matrix n n ℂ) : Prop where
  unitary : U * Uᴴ = 1
  onsite : U * h.map star = h * U
  hopping : U * t.map star = t * U

/-- Time reversal also relates the transposed hopping to the backward hopping `t†`. -/
theorem hopping_adjoint {U h t : Matrix n n ℂ} (hT : IsTimeReversal U h t) :
    U * tᵀ = tᴴ * U := by
  have hU' : Uᴴ * U = 1 := mul_eq_one_comm.mp hT.unitary
  have c : (t.map star)ᴴ = tᵀ := by
    ext i j
    simp
  have e := congrArg conjTranspose hT.hopping
  rw [conjTranspose_mul, conjTranspose_mul, c] at e
  calc U * tᵀ = U * (tᵀ * Uᴴ) * U := by rw [mul_assoc, mul_assoc, hU', mul_one]
    _ = U * (Uᴴ * tᴴ) * U := by rw [e]
    _ = tᴴ * U := by rw [← mul_assoc U, hT.unitary, one_mul]

/-- Time reversal carries the Bloch Hamiltonian at `z` to the one at `conj z`. -/
theorem blochH_conj {U h t : Matrix n n ℂ} (hT : IsTimeReversal U h t) (z : ℂˣ) :
    U * (blochH h t z).map star = blochH h t (star z) * U := by
  have e : (blochH h t z).map star
      = h.map star + star (z : ℂ) • t.map star + star ((z⁻¹ : ℂˣ) : ℂ) • tᵀ := by
    ext i j
    simp only [blochH, Matrix.map_apply, Matrix.add_apply, Matrix.smul_apply, smul_eq_mul,
      star_add, star_mul', conjTranspose_apply, star_star, transpose_apply]
  have h1 : ((star z : ℂˣ) : ℂ) = star (z : ℂ) := rfl
  have h2 : (((star z)⁻¹ : ℂˣ) : ℂ) = star ((z⁻¹ : ℂˣ) : ℂ) := rfl
  rw [e, blochH, h1, h2]
  simp only [mul_add, add_mul, Matrix.mul_smul, Matrix.smul_mul, hT.onsite, hT.hopping,
    hopping_adjoint hT]

/-- Two matrices intertwined by a unitary have the same secular determinant. -/
theorem det_eq_of_intertwine {U A B : Matrix n n ℂ} (hU : U * Uᴴ = 1)
    (hAB : U * A = B * U) (E : ℂ) :
    (E • (1 : Matrix n n ℂ) - A).det = (E • (1 : Matrix n n ℂ) - B).det := by
  have hd : U.det ≠ 0 := by
    intro h0
    have h1 := congrArg det hU
    rw [det_mul, h0, zero_mul, det_one] at h1
    exact zero_ne_one h1
  have e : U * (E • (1 : Matrix n n ℂ) - A) = (E • (1 : Matrix n n ℂ) - B) * U := by
    rw [mul_sub, sub_mul, hAB]
    simp
  have e' := congrArg det e
  rw [det_mul, det_mul, mul_comm] at e'
  exact mul_right_cancel₀ hd e'

/-- With time reversal, conjugating both the energy and the Bloch factor conjugates the
secular determinant. -/
theorem secular_conj {U h t : Matrix n n ℂ} (hT : IsTimeReversal U h t) (E : ℂ) (z : ℂˣ) :
    secular h t (star E) (star z) = star (secular h t E z) := by
  have e : star E • (1 : Matrix n n ℂ) - (blochH h t z).map star
      = (E • (1 : Matrix n n ℂ) - blochH h t z)ᴴᵀ := by
    ext i j
    by_cases hij : i = j <;> simp [hij, eq_comm]
  unfold secular
  rw [← det_eq_of_intertwine hT.unitary (blochH_conj hT z), e, det_transpose,
    det_conjTranspose]

/-- Reciprocity: for a Hermitian on-site block and time reversal, the secular determinant is
the same at `z` and `1/z`, for every complex energy. -/
theorem secular_inv {U h t : Matrix n n ℂ} (hh : h.IsHermitian)
    (hT : IsTimeReversal U h t) (E : ℂ) (z : ℂˣ) :
    secular h t E z⁻¹ = secular h t E z := by
  have e : (blochH h t z)ᵀ
      = h.map star + (z : ℂ) • tᵀ + ((z⁻¹ : ℂˣ) : ℂ) • t.map star := by
    ext i j
    simp only [blochH, transpose_apply, Matrix.add_apply, Matrix.smul_apply,
      Matrix.map_apply, conjTranspose_apply, hh.apply j i]
  -- transposition exchanges forward and backward hopping
  have key : U * (blochH h t z)ᵀ = blochH h t z⁻¹ * U := by
    rw [e, blochH, inv_inv]
    simp only [mul_add, add_mul, Matrix.mul_smul, Matrix.smul_mul, hT.onsite, hT.hopping,
      hopping_adjoint hT]
    exact add_right_comm _ _ _
  unfold secular
  rw [← det_eq_of_intertwine hT.unitary key, ← det_transpose (E • 1 - blochH h t z),
    transpose_sub, transpose_smul, transpose_one]

/-- Complex band structure with time reversal and a Hermitian on-site block: if a real energy `E`
solves the secular equation at `z`, it also solves it at `conj z` and at `1/z`. -/
theorem complex_bands_timeReversal {U h t : Matrix n n ℂ} (hh : h.IsHermitian)
    (hT : IsTimeReversal U h t) (E : ℝ) (z : ℂˣ) (hz : secular h t E z = 0) :
    secular h t E (star z) = 0 ∧ secular h t E z⁻¹ = 0 := by
  refine ⟨?_, by rw [secular_inv hh hT, hz]⟩
  have e := secular_conj hT (E : ℂ) z
  rwa [show star (E : ℂ) = E from Complex.conj_ofReal E, hz, star_zero] at e

/-- For real `h` and `t`, with `h` symmetric, a real energy that solves the secular equation
at `z` also solves it at `conj z` and at `1/z`. -/
theorem complex_bands_real (h t : Matrix n n ℝ) (hh : h.IsSymm) (E : ℝ) (z : ℂˣ)
    (hz : secular (h.map Complex.ofReal) (t.map Complex.ofReal) E z = 0) :
    secular (h.map Complex.ofReal) (t.map Complex.ofReal) E (star z) = 0 ∧
      secular (h.map Complex.ofReal) (t.map Complex.ofReal) E z⁻¹ = 0 := by
  have real (A : Matrix n n ℝ) : (A.map Complex.ofReal).map star = A.map Complex.ofReal := by
    ext i j
    exact Complex.conj_ofReal (A i j)
  refine complex_bands_timeReversal (U := 1) ?_ ⟨by simp, ?_, ?_⟩ E z hz
  · ext i j
    simp [hh.apply i j]
  · rw [real, one_mul, mul_one]
  · rw [real, one_mul, mul_one]

omit [DecidableEq n] in
/-- Conjugating a matrix and a vector conjugates their product. -/
theorem conj_mulVec (A : Matrix n n ℂ) (ψ : n → ℂ) :
    A.map star *ᵥ star ψ = star (A *ᵥ ψ) := by
  ext i
  simp only [mulVec, dotProduct, Pi.star_apply, Matrix.map_apply, star_sum, star_mul']

/-- Time reversal turns a solution at real energy and Bloch factor `z` into a solution at the
same energy and Bloch factor `conj z`. -/
theorem timeReverse_solution {U h t : Matrix n n ℂ} (hT : IsTimeReversal U h t)
    (E : ℝ) (z : ℂˣ) (ψ : n → ℂ) (hψ : blochH h t z *ᵥ ψ = (E : ℂ) • ψ) :
    blochH h t (star z) *ᵥ timeReverse U ψ = (E : ℂ) • timeReverse U ψ := by
  have e : star ((E : ℂ) • ψ) = (E : ℂ) • star ψ := by
    ext i
    simp
  unfold timeReverse
  rw [mulVec_mulVec, ← blochH_conj hT, ← mulVec_mulVec, conj_mulVec, hψ, e, mulVec_smul]

/-- Kramers degeneracy in the complex band structure: if time reversal squares to `-1`, a nonzero
solution at real energy and real Bloch factor and its time reverse are two linearly independent
solutions. -/
theorem kramers_evanescent {U h t : Matrix n n ℂ} (hT : IsTimeReversal U h t)
    (hK : U * U.map star = -1) (E : ℝ) (z : ℂˣ) (hz : star z = z) (ψ : n → ℂ)
    (hne : ψ ≠ 0) (hψ : blochH h t z *ᵥ ψ = (E : ℂ) • ψ) :
    blochH h t z *ᵥ timeReverse U ψ = (E : ℂ) • timeReverse U ψ ∧
      LinearIndependent ℂ ![ψ, timeReverse U ψ] := by
  constructor
  · have e := timeReverse_solution hT E z ψ hψ
    rwa [hz] at e
  · refine (LinearIndependent.pair_iff' hne).2 fun a ha => ?_
    have h2 : timeReverse U (timeReverse U ψ) = -ψ := by
      unfold timeReverse
      rw [← conj_mulVec, star_star, mulVec_mulVec, hK, neg_mulVec, one_mulVec]
    have h3 : timeReverse U (a • ψ) = star a • timeReverse U ψ := by
      unfold timeReverse
      rw [star_smul, mulVec_smul]
    rw [← ha, h3, ← ha] at h2
    -- proportionality would force |a|² = -1
    obtain ⟨i, hi⟩ := Function.ne_iff.mp hne
    have h4 : star a * (a * ψ i) = -ψ i := congrFun h2 i
    have h5 : star a * a + 1 = 0 := by
      refine (mul_eq_zero.mp ?_).resolve_right hi
      linear_combination h4
    have h6 : (Complex.normSq a : ℂ) + 1 = 0 := by
      rw [Complex.normSq_eq_conj_mul_self]
      exact h5
    have h7 : Complex.normSq a + 1 = 0 := by exact_mod_cast h6
    linarith [Complex.normSq_nonneg a]

/-- The spin-1/2 time-reversal matrix. -/
def spinFlip : Matrix (Fin 2) (Fin 2) ℂ := !![0, 1; -1, 0]

/-- Hopping of a spin-1/2 particle with spin-orbit strength `b`. -/
def spinHop (b : ℝ) : Matrix (Fin 2) (Fin 2) ℂ :=
  !![1 + b * Complex.I, 0; 0, 1 - b * Complex.I]

/-- The spin-orbit chain has a time reversal squaring to `-1`, and without spin-orbit coupling
the spin-up state solves it at `z = 2` with energy `5/2`. -/
theorem kramers_witness (b : ℝ) :
    IsTimeReversal spinFlip 0 (spinHop b) ∧ spinFlip * spinFlip.map star = -1 ∧
      blochH 0 (spinHop 0) (Units.mk0 2 two_ne_zero) *ᵥ ![1, 0]
        = ((5 / 2 : ℝ) : ℂ) • ![1, 0] := by
  refine ⟨⟨?_, ?_, ?_⟩, ?_, ?_⟩
  · ext i j
    fin_cases i <;> fin_cases j <;> simp [spinFlip, Matrix.mul_apply, Fin.sum_univ_two]
  · ext i j
    simp [Matrix.mul_apply]
  · ext i j
    fin_cases i <;> fin_cases j <;>
      simp [spinFlip, spinHop, Matrix.mul_apply, Fin.sum_univ_two]
    ring
  · ext i j
    fin_cases i <;> fin_cases j <;> simp [spinFlip, Matrix.mul_apply, Fin.sum_univ_two]
  · ext i
    fin_cases i <;>
      simp [blochH, spinHop, mulVec, dotProduct, Fin.sum_univ_two]
    norm_num

end

end ComplexBandTimeReversal
```

```lean
#print axioms ComplexBandTimeReversal.complex_bands_real
#print axioms ComplexBandTimeReversal.timeReverse_solution
#print axioms ComplexBandTimeReversal.kramers_evanescent
```

```
'ComplexBandTimeReversal.complex_bands_real' depends on axioms: [propext, Classical.choice, Quot.sound]
'ComplexBandTimeReversal.timeReverse_solution' depends on axioms: [propext, Classical.choice, Quot.sound]
'ComplexBandTimeReversal.kramers_evanescent' depends on axioms: [propext, Classical.choice, Quot.sound]
```

## The chain and its symmetry in Lean

The finite type `n` labels the orbitals of one cell, including spin. The Bloch factor has type `ℂˣ`, the nonzero complex numbers, so `z⁻¹` is always a true inverse; `star z` is $\bar z$. `blochH` is $H(z)$ and `secular` is $D(E,z)$. For matrices, `h.map star` is the entrywise conjugate, `tᵀ` the transpose and `tᴴ` the adjoint.

`IsTimeReversal U h t` collects unitarity and the two invariance relations. It is a hypothesis about the material, with the same $U$ acting in every cell. For physical time reversal it requires that no magnetic field or magnetic order break the symmetry, but any antiunitary symmetry of this form qualifies: a collinear magnet without spin-orbit coupling and with real $h$ and $t$ satisfies it with $U=1$. It does not fix the sign of $\Theta^2$, so it covers spinless and spin-1/2 chains alike.

The main theorem, `complex_bands_timeReversal`, takes a Hermitian `h`, this symmetry, a real `E` and a zero at `z`, and returns zeros at `star z` and `z⁻¹`. `complex_bands_real` is the version for real matrices, where `h` must be symmetric and `t` is arbitrary. `kramers_evanescent` adds the condition `U * U.map star = -1`, which is $\Theta^2=-1$, and `star z = z`, which says that $z$ is real. It covers evanescent states with real $z\neq\pm1$ as well as the Bloch waves at $z=\pm1$.

The model is non-interacting, with finitely many orthonormal orbitals per cell and hopping only between neighbouring cells. An overlap matrix, as in a non-orthogonal basis, is not included.

The secular equation could also have been modelled as the quadratic eigenvalue problem
$$\det\bigl(z(E-h)-z^2t-t^\dagger\bigr)=0.$$
This admits $z=0$ as a root whenever $t$ is singular, and its partner under inversion lies at infinity. The pairing would then need either a condition $z\ne0$ or a treatment of infinite roots.

## How the proofs follow the algebra

`hopping_adjoint` derives $Ut^T=t^\dagger U$: it applies `conjTranspose` to the hopping relation, and a `calc` block inserts $U^\dagger U=1$ and removes $UU^\dagger=1$. `blochH_conj` expands $\overline{H(z)}$ entry by entry and then moves $U$ through the three terms.

`det_eq_of_intertwine` is the determinant argument, with $\det U\neq 0$ obtained from $UU^\dagger=1$. `secular_conj` combines it with `blochH_conj`, writing the conjugate of a matrix as the transpose of its adjoint so that the standard determinant rules apply. In `secular_inv`, the step `key` is the transposition identity $U H(z)^T=H(1/z)U$. The main theorem then sets $\bar E=E$, and `complex_bands_real` applies it with `U := 1`.

For the states, `conj_mulVec` says that $\bar A\bar\psi=\overline{A\psi}$, and `timeReverse_solution` uses it to carry a solution from $z$ to $\bar z$. In `kramers_evanescent`, `LinearIndependent.pair_iff'` reduces independence to excluding $\Theta\psi=a\psi$. Choosing a nonzero component of $\psi$ turns the vector equation into $|a|^2+1=0$, which `linarith` refutes because $|a|^2\ge0$.

`kramers_witness` supplies a concrete spin-1/2 chain with $h=0$ and hopping $\mathrm{diag}(1+ib,\,1-ib)$. It has the symmetry with $\Theta^2=-1$ for every real spin-orbit strength $b$. At $b=0$, spin up is an evanescent solution at $z=2$ with energy $2+\tfrac12=\tfrac52$; its time reverse is spin down, up to a sign. For $b\neq0$ the eigenvalues of $H(z)$ at real $z$ are $z+z^{-1}\pm ib\,(z-z^{-1})$, which are real only at $z=\pm1$. The evanescent states of this chain at real energy then have non-real $z$, and time reversal sends each one to its partner at $\bar z$.
